# Group averaging projects effective charges onto the symmetry-adapted families

Let a finite group G permute a finite set of atoms and act on directions through real matrices R_g with R_(gh) = R_g R_h. Averaging the transformed charge tensors R_g Z_(g⁻¹k) R_gᵀ over G is an idempotent linear map. Its range is exactly the set of families with Z_(gk) = R_g Z_k R_gᵀ, and it preserves the acoustic sum rule Σ_k Z_k = 0. If the R_g are orthogonal, no symmetry-adapted family is closer to the original charges in the least-squares sense.

## Charges that break the crystal symmetry

The Born effective charge Z_k of atom k is a matrix that gives, to first order and at zero macroscopic electric field, the polarisation times the cell volume induced by a small displacement of that atom together with its periodic images. In an insulating crystal, a symmetry operation g that carries atom k to atom gk relates their tensors by

Z_(gk) = R_g Z_k R_gᵀ.

Moving a neutral crystal rigidly induces no polarisation, which gives the sum rule Σ_k Z_k = 0. Computed charges can violate both conditions through finite sampling and incomplete convergence.

In electronic-structure work the charges enter the splitting of longitudinal and transverse optical phonons; the result bears on preparing them for that use, for finitely many atoms and a symmetry group chosen beforehand.

## The statement in Lean's terms

The type `κ` labels the atoms, `n` the Cartesian directions (three in a crystal, any finite number here), and `Z k` is the real matrix Z_k. For a crystal, `κ` holds the atoms of one primitive cell, and `G` is the space group modulo lattice translations. The homomorphism `R : G →* Matrix n n ℝ` supplies the rotation parts, and `g • k` is the atom gk.

- `transform R g Z` is the family T_g Z with (T_g Z)_k = R_g Z_(g⁻¹k) R_gᵀ.
- `covariant R` is the linear space of symmetry-adapted families. The name refers to the symmetry relation, not to lower tensor indices.
- `symmetrise R` is the average P, with PZ = (1/|G|) Σ_g T_g Z.
- `removeMean` subtracts the mean tensor from every atom.
- `overlap A B` is ⟨A,B⟩ = Σ_k tr(A_kᵀ B_k), an inner product of charge families and not an overlap of orbitals.

The main theorem, `symmetrise_projection`, states the range, the idempotence and the preserved sum rule for any R. Orthogonality, R_gᵀ R_g = 1, is assumed only in the overlap and least-squares theorems, as the hypothesis `hR`; it says that operations preserve lengths and angles. `symmetrise_closest` is an inequality and makes no claim of uniqueness.

That the exact charges of a given crystal obey the symmetry relation is physical input: it comes from the invariance of the crystal under G, which is not modelled.

## Averaging, step by step

**The average is symmetry-adapted.** For h in G, substitute g = hg′ in the group sum. Then g⁻¹hk = g′⁻¹k and R_g = R_h R_g′, so

(PZ)_(hk) = (1/|G|) Σ_g R_g Z_(g⁻¹hk) R_gᵀ
= R_h [(1/|G|) Σ_g′ R_g′ Z_(g′⁻¹k) R_g′ᵀ] R_hᵀ
= R_h (PZ)_k R_hᵀ.

**Symmetry-adapted families are fixed.** If W obeys the relation, then

(T_g W)_k = R_g W_(g⁻¹k) R_gᵀ = W_(gg⁻¹k) = W_k.

All |G| terms of the average equal W, so PW = W. Every such W is therefore in the range, and since PZ is itself symmetry-adapted, P(PZ) = PZ.

**The total is averaged too.** Write S = Σ_k Z_k. For fixed g, the atoms g⁻¹k run once through all atoms, so

Σ_k (PZ)_k = (1/|G|) Σ_g R_g S R_gᵀ.

If S = 0, the right side vanishes.

**The mean correction commutes with P.** For N ≥ 1 atoms,

(P(Z − S/N))_k = (PZ)_k − (1/N)(1/|G|) Σ_g R_g S R_gᵀ
= (PZ)_k − (1/N) Σ_j (PZ)_j.

**Orthogonality gives least squares.** For matrices X and Y, cyclicity of the trace and R_gᵀ R_g = 1 give

tr((R_g X R_gᵀ)ᵀ R_g Y R_gᵀ) = tr(R_g Xᵀ R_gᵀ R_g Y R_gᵀ) = tr(Xᵀ Y).

Summing over the permuted atoms yields ⟨T_g A, T_g B⟩ = ⟨A,B⟩. For symmetry-adapted W, T_g W = W, hence ⟨T_g Z, W⟩ = ⟨Z,W⟩, and averaging gives ⟨PZ,W⟩ = ⟨Z,W⟩.

Now put D = Z − PZ and V = PZ − W. Since V is symmetry-adapted, ⟨D,V⟩ = 0. Therefore

⟨Z − W, Z − W⟩ = ⟨D,D⟩ + ⟨V,V⟩ ≥ ⟨D,D⟩.

## Two atoms exchanged by a mirror

Let a mirror diag(1, −1) exchange atoms a and b in the plane. Conjugation by it reverses the signs of the off-diagonal entries. With rows separated by semicolons, take the charges, in units of e,

Z_a = [0.3, 1.2; 1.0, 0.1]
Z_b = [0.1, −1.0; −1.2, −0.1].

Averaging each tensor with the mirror image of the other gives

(PZ)_a = [0.2, 1.1; 1.1, 0]
(PZ)_b = [0.2, −1.1; −1.1, 0].

The squared distance from Z is 0.04 + 0.04 = 0.08. The total is now [0.4, 0; 0, 0], and subtracting half of it from each atom leaves

W_a = [0, 1.1; 1.1, 0]
W_b = [0, −1.1; −1.1, 0].

Removing the mean first and then symmetrising gives the same W. Its squared distance from Z is 0.12 + 0.04 = 0.16, which is larger than 0.08; the inequality requires that it be no smaller. The numbers illustrate the algebra for the mirror alone. In a real crystal with just two identical atoms per cell, inversion about their midpoint also exchanges them; if the electrons keep that symmetry, the two charges are equal, and the sum rule makes both zero.

## The complete Lean source

```lean
import Mathlib

open Matrix

namespace EffectiveChargeSymmetrisation

noncomputable section

variable {G κ n : Type*} [Group G] [MulAction G κ] [Fintype n] [DecidableEq n]

/-- The family of charge tensors `Z` carried along by the symmetry operation `g`: atom `k`
receives the rotated tensor of the atom that `g` moves to `k`. -/
def transform (R : G →* Matrix n n ℝ) (g : G) (Z : κ → Matrix n n ℝ) : κ → Matrix n n ℝ :=
  fun k => R g * Z (g⁻¹ • k) * (R g)ᵀ

/-- The space of symmetry-adapted families, those with `Z (g k) = R g * Z k * (R g)ᵀ`. -/
def covariant (R : G →* Matrix n n ℝ) : Submodule ℝ (κ → Matrix n n ℝ) where
  carrier := {Z | ∀ (g : G) (k : κ), Z (g • k) = R g * Z k * (R g)ᵀ}
  zero_mem' := by
    intro g k
    simp
  add_mem' := by
    intro A B hA hB g k
    change A (g • k) + B (g • k) = R g * (A k + B k) * (R g)ᵀ
    rw [hA g k, hB g k, Matrix.mul_add, Matrix.add_mul]
  smul_mem' := by
    intro c A hA g k
    change c • A (g • k) = R g * (c • A k) * (R g)ᵀ
    rw [hA g k, Matrix.mul_smul, Matrix.smul_mul]

/-- A family fulfilling the symmetry relations is unchanged by every symmetry operation. -/
theorem transform_of_mem {R : G →* Matrix n n ℝ} {W : κ → Matrix n n ℝ}
    (hW : W ∈ covariant R) (g : G) : transform R g W = W := by
  have h : ∀ (g : G) (k : κ), W (g • k) = R g * W k * (R g)ᵀ := hW
  funext k
  change R g * W (g⁻¹ • k) * (R g)ᵀ = W k
  rw [← h g (g⁻¹ • k), smul_inv_smul]

variable [Fintype G]

/-- Symmetrisation of computed charges: the average of the transformed families over the
group, as a linear map. -/
def symmetrise (R : G →* Matrix n n ℝ) : (κ → Matrix n n ℝ) →ₗ[ℝ] (κ → Matrix n n ℝ) where
  toFun Z := fun k => (Fintype.card G : ℝ)⁻¹ • ∑ g : G, transform R g Z k
  map_add' A B := by
    funext k
    simp only [transform, Pi.add_apply, Matrix.mul_add, Matrix.add_mul,
      Finset.sum_add_distrib, smul_add]
  map_smul' c A := by
    funext k
    simp only [transform, Pi.smul_apply, Matrix.mul_smul, Matrix.smul_mul,
      ← Finset.smul_sum, RingHom.id_apply]
    exact smul_comm _ _ _

/-- Symmetrised charges fulfil the symmetry relations. -/
theorem symmetrise_mem (R : G →* Matrix n n ℝ) (Z : κ → Matrix n n ℝ) :
    symmetrise R Z ∈ covariant R := by
  intro h k
  change (Fintype.card G : ℝ)⁻¹ • ∑ g : G, R g * Z (g⁻¹ • h • k) * (R g)ᵀ
    = R h * ((Fintype.card G : ℝ)⁻¹ • ∑ g : G, R g * Z (g⁻¹ • k) * (R g)ᵀ) * (R h)ᵀ
  rw [Matrix.mul_smul, Matrix.smul_mul, Matrix.mul_sum, Matrix.sum_mul]
  congr 1
  -- relabel the group sum by g ↦ h g
  refine (Equiv.sum_comp (Equiv.mulLeft h) _).symm.trans (Finset.sum_congr rfl fun g _ => ?_)
  have e : (h * g)⁻¹ • h • k = g⁻¹ • k := by
    rw [smul_smul, _root_.mul_inv_rev, _root_.inv_mul_cancel_right]
  simp only [Equiv.coe_mulLeft, e, map_mul, Matrix.transpose_mul, Matrix.mul_assoc]

/-- Charges that already fulfil the symmetry relations are left alone by symmetrisation. -/
theorem symmetrise_of_mem {R : G →* Matrix n n ℝ} {W : κ → Matrix n n ℝ}
    (hW : W ∈ covariant R) : symmetrise R W = W := by
  have hc : (Fintype.card G : ℝ) ≠ 0 := Nat.cast_ne_zero.mpr Fintype.card_ne_zero
  funext k
  change (Fintype.card G : ℝ)⁻¹ • ∑ g : G, transform R g W k = W k
  simp only [transform_of_mem hW, Finset.sum_const, Finset.card_univ]
  rw [← Nat.cast_smul_eq_nsmul ℝ, smul_smul, inv_mul_cancel₀ hc, one_smul]

variable [Fintype κ]

/-- The total charge tensor of the symmetrised family is the group average of the rotated
total charge tensor of the original one. -/
theorem sum_symmetrise (R : G →* Matrix n n ℝ) (Z : κ → Matrix n n ℝ) :
    ∑ k, symmetrise R Z k
      = (Fintype.card G : ℝ)⁻¹ • ∑ g : G, R g * (∑ k, Z k) * (R g)ᵀ := by
  change ∑ k, (Fintype.card G : ℝ)⁻¹ • ∑ g : G, R g * Z (g⁻¹ • k) * (R g)ᵀ = _
  rw [← Finset.smul_sum, Finset.sum_comm]
  congr 1
  refine Finset.sum_congr rfl fun g _ => ?_
  -- each operation only permutes the atoms
  have e : ∑ k, Z (g⁻¹ • k) = ∑ k, Z k := Equiv.sum_comp (MulAction.toPerm g⁻¹) Z
  rw [← Matrix.sum_mul, ← Matrix.mul_sum, e]

/-- Symmetrisation is an idempotent linear map onto the families that fulfil the symmetry
relations, and it preserves the acoustic sum rule `∑ k, Z k = 0`. -/
theorem symmetrise_projection (R : G →* Matrix n n ℝ) :
    LinearMap.range (symmetrise R : (κ → Matrix n n ℝ) →ₗ[ℝ] (κ → Matrix n n ℝ)) = covariant R
    ∧ (∀ Z : κ → Matrix n n ℝ, symmetrise R (symmetrise R Z) = symmetrise R Z)
    ∧ (∀ Z : κ → Matrix n n ℝ, ∑ k, Z k = 0 → ∑ k, symmetrise R Z k = 0) := by
  refine ⟨?_, fun Z => symmetrise_of_mem (symmetrise_mem R Z), fun Z hZ => ?_⟩
  · apply le_antisymm
    · rintro _ ⟨Z, rfl⟩
      exact symmetrise_mem R Z
    · intro W hW
      exact ⟨W, symmetrise_of_mem hW⟩
  · rw [sum_symmetrise, hZ]
    simp

/-- A simple repair of the acoustic sum rule, for a nonempty set of atoms: the mean charge tensor is
subtracted from every atom. -/
def removeMean (Z : κ → Matrix n n ℝ) : κ → Matrix n n ℝ :=
  fun k => Z k - (Fintype.card κ : ℝ)⁻¹ • ∑ j, Z j

/-- Symmetrising and subtracting the mean charge tensor may be done in either order. -/
theorem symmetrise_removeMean (R : G →* Matrix n n ℝ) (Z : κ → Matrix n n ℝ) :
    symmetrise R (removeMean Z) = removeMean (symmetrise R Z) := by
  funext k
  change (Fintype.card G : ℝ)⁻¹ • ∑ g : G,
      R g * (Z (g⁻¹ • k) - (Fintype.card κ : ℝ)⁻¹ • ∑ j, Z j) * (R g)ᵀ
    = (Fintype.card G : ℝ)⁻¹ • ∑ g : G, R g * Z (g⁻¹ • k) * (R g)ᵀ
      - (Fintype.card κ : ℝ)⁻¹ • ∑ j, symmetrise R Z j
  rw [sum_symmetrise]
  simp only [Matrix.mul_sub, Matrix.sub_mul, Matrix.mul_smul, Matrix.smul_mul,
    Finset.sum_sub_distrib, ← Finset.smul_sum, smul_sub]
  rw [smul_comm]

/-- The Frobenius inner product of two families of charge tensors, summed over the atoms. -/
def overlap (A B : κ → Matrix n n ℝ) : ℝ := ∑ k, trace ((A k)ᵀ * B k)

omit [Fintype G] in
/-- An operation represented by an orthogonal matrix preserves the overlap of two families. -/
theorem overlap_transform (R : G →* Matrix n n ℝ) (g : G)
    (hR : (R g)ᵀ * R g = 1) (A B : κ → Matrix n n ℝ) :
    overlap (transform R g A) (transform R g B) = overlap A B := by
  have key : ∀ M N : Matrix n n ℝ,
      trace ((R g * M * (R g)ᵀ)ᵀ * (R g * N * (R g)ᵀ)) = trace (Mᵀ * N) := by
    intro M N
    calc _ = trace (R g * (Mᵀ * ((R g)ᵀ * R g) * N) * (R g)ᵀ) := by
          simp only [Matrix.transpose_mul, Matrix.transpose_transpose, Matrix.mul_assoc]
      _ = trace (((R g)ᵀ * R g) * (Mᵀ * ((R g)ᵀ * R g) * N)) := by
          rw [Matrix.trace_mul_comm, ← Matrix.mul_assoc (R g)ᵀ (R g)]
      _ = trace (Mᵀ * N) := by rw [hR, Matrix.one_mul, Matrix.mul_one]
  simp only [overlap, transform, key]
  exact Equiv.sum_comp (MulAction.toPerm g⁻¹) (fun k => trace ((A k)ᵀ * B k))

/-- For an orthogonal representation, a family and its symmetrised form have the same overlap
with every family that fulfils the symmetry relations. -/
theorem overlap_symmetrise (R : G →* Matrix n n ℝ) (hR : ∀ g, (R g)ᵀ * R g = 1)
    (Z : κ → Matrix n n ℝ) {W : κ → Matrix n n ℝ} (hW : W ∈ covariant R) :
    overlap (symmetrise R Z) W = overlap Z W := by
  have hc : (Fintype.card G : ℝ) ≠ 0 := Nat.cast_ne_zero.mpr Fintype.card_ne_zero
  have h1 : overlap (symmetrise R Z) W
      = (Fintype.card G : ℝ)⁻¹ * ∑ g : G, overlap (transform R g Z) W := by
    change ∑ k, trace (((Fintype.card G : ℝ)⁻¹ • ∑ g : G, transform R g Z k)ᵀ * W k) = _
    simp only [overlap, Matrix.transpose_smul, Matrix.transpose_sum, Matrix.smul_mul,
      Matrix.sum_mul, Matrix.trace_smul, Matrix.trace_sum, smul_eq_mul, ← Finset.mul_sum]
    rw [Finset.sum_comm]
  have h2 : ∀ g : G, overlap (transform R g Z) W = overlap Z W := by
    intro g
    have h := overlap_transform R g (hR g) Z W
    rwa [transform_of_mem hW g] at h
  rw [h1]
  simp only [h2, Finset.sum_const, Finset.card_univ, nsmul_eq_mul]
  rw [← mul_assoc, inv_mul_cancel₀ hc, one_mul]

/-- For an orthogonal representation, no family `W` that fulfils the symmetry relations is
closer to the computed charges, in the least-squares sense, than the symmetrised family. -/
theorem symmetrise_closest (R : G →* Matrix n n ℝ) (hR : ∀ g, (R g)ᵀ * R g = 1)
    (Z : κ → Matrix n n ℝ) {W : κ → Matrix n n ℝ} (hW : W ∈ covariant R) :
    overlap (Z - symmetrise R Z) (Z - symmetrise R Z) ≤ overlap (Z - W) (Z - W) := by
  have hadd : ∀ D V : κ → Matrix n n ℝ, overlap (D + V) (D + V)
      = overlap D D + overlap D V + (overlap V D + overlap V V) := by
    intro D V
    simp only [overlap, Pi.add_apply, Matrix.transpose_add, Matrix.add_mul, Matrix.mul_add,
      Matrix.trace_add, Finset.sum_add_distrib]
    ring
  have hcomm : ∀ D V : κ → Matrix n n ℝ, overlap V D = overlap D V := by
    intro D V
    refine Finset.sum_congr rfl fun k _ => ?_
    rw [← Matrix.trace_transpose ((V k)ᵀ * D k), Matrix.transpose_mul,
      Matrix.transpose_transpose]
  have hpos : ∀ V : κ → Matrix n n ℝ, 0 ≤ overlap V V := by
    intro V
    refine Finset.sum_nonneg fun k _ => Finset.sum_nonneg fun i _ => ?_
    rw [Matrix.diag_apply, Matrix.mul_apply]
    exact Finset.sum_nonneg fun j _ => mul_self_nonneg (V k j i)
  -- the part removed by symmetrisation is orthogonal to all symmetry-adapted families
  have horth : overlap (Z - symmetrise R Z) (symmetrise R Z - W) = 0 := by
    have h := overlap_symmetrise R hR Z ((covariant R).sub_mem (symmetrise_mem R Z) hW)
    have hsub : ∀ A B V : κ → Matrix n n ℝ,
        overlap (A - B) V = overlap A V - overlap B V := by
      intro A B V
      simp only [overlap, Pi.sub_apply, Matrix.transpose_sub, Matrix.sub_mul,
        Matrix.trace_sub, Finset.sum_sub_distrib]
    rw [hsub, h, sub_self]
  have hsplit := hadd (Z - symmetrise R Z) (symmetrise R Z - W)
  rw [sub_add_sub_cancel, hcomm (Z - symmetrise R Z) (symmetrise R Z - W), horth] at hsplit
  linarith [hpos (symmetrise R Z - W)]

/-- The two-element group `{1, -1}` acting on the plane, with `-1` as the mirror operation
that reverses the second axis. -/
def mirror : ℤˣ →* Matrix (Fin 2) (Fin 2) ℝ where
  toFun u := !![1, 0; 0, ((u : ℤ) : ℝ)]
  map_one' := by
    ext i j
    fin_cases i <;> fin_cases j <;> simp
  map_mul' u v := by
    ext i j
    fin_cases i <;> fin_cases j <;> simp [Matrix.mul_apply, Fin.sum_univ_two]

/-- The mirror representation is orthogonal, and two atoms exchanged by the mirror, with charge
tensors `[1, u; u, 1]` for `u = 1` and `u = -1`, fulfil the symmetry relations. -/
theorem mirror_witness :
    (∀ u, (mirror u)ᵀ * mirror u = 1) ∧
    (fun u : ℤˣ => !![1, ((u : ℤ) : ℝ); ((u : ℤ) : ℝ), 1]) ∈ covariant mirror := by
  constructor
  · intro u
    rcases Int.units_eq_one_or u with rfl | rfl <;> ext i j <;> fin_cases i <;> fin_cases j <;>
      simp [mirror, Matrix.mul_apply, Fin.sum_univ_two]
  · intro v u
    rcases Int.units_eq_one_or v with rfl | rfl <;> ext i j <;> fin_cases i <;> fin_cases j <;>
      simp [mirror, Matrix.mul_apply, Fin.sum_univ_two]

end

end EffectiveChargeSymmetrisation
```

```lean
#print axioms EffectiveChargeSymmetrisation.symmetrise_projection
#print axioms EffectiveChargeSymmetrisation.symmetrise_removeMean
#print axioms EffectiveChargeSymmetrisation.symmetrise_closest
```

```
'EffectiveChargeSymmetrisation.symmetrise_projection' depends on axioms: [propext, Classical.choice, Quot.sound]
'EffectiveChargeSymmetrisation.symmetrise_removeMean' depends on axioms: [propext, Classical.choice, Quot.sound]
'EffectiveChargeSymmetrisation.symmetrise_closest' depends on axioms: [propext, Classical.choice, Quot.sound]
```

## From the group sum to the inequality

`transform_of_mem` is the fixed-family step for one operation: it uses the symmetry relation at the atom g⁻¹k and cancels g against its inverse. `symmetrise_of_mem` then replaces each term of the average by W and cancels the factor |G|.

In `symmetrise_mem`, `change` writes out both averages, and the matrix lemmas move R_h inside the sum. `Equiv.sum_comp (Equiv.mulLeft h)` performs the substitution g = hg′. The equation `e` simplifies the atom label, and `map_mul` splits the matrix of the product.

`sum_symmetrise` exchanges the sums over atoms and operations with `Finset.sum_comm`. The permutation `MulAction.toPerm g⁻¹` then relabels the atoms. `symmetrise_projection` assembles these results: `le_antisymm` splits the equality of range and `covariant R` into two inclusions, and a symmetry-adapted W serves as its own preimage. `symmetrise_removeMean` expands the difference and uses the formula for the total.

In `overlap_transform`, the local statement `key` is the trace calculation for one pair of matrices; relabelling the atoms finishes the argument. In `overlap_symmetrise`, `h1` takes the average outside the overlap, and `h2` shows that every term equals ⟨Z,W⟩.

`symmetrise_closest` follows the splitting into D and V. Its local facts `hadd`, `hcomm` and `hpos` supply the expansion, symmetry and non-negativity of the overlap, while `horth` is ⟨D,V⟩ = 0. After the cross terms vanish, `linarith` drops the non-negative ⟨V,V⟩.

Finally, `mirror_witness` checks a concrete case entry by entry. The group {1, −1} acts on two atoms labelled by its own elements, and the charges [1, u; u, 1] with u = ±1 satisfy the symmetry relation under the orthogonal representation `mirror`. Their total is not zero, so this family illustrates the symmetry relation and not the sum rule.
